# Norm, occupation and pair amplitude of a BCS product state with normalised amplitudes

In the BCS picture of a superconductor's ground state, the two modes of a pair are either both occupied or both empty. The BCS state superposes "pair absent" and "pair present" at each level \(k\). With amplitudes \(x_k\) and \(y_k\) for the two cases, the state is

\[
\psi=\prod_k\bigl(x_k+y_k\,c_{k\uparrow}^\dagger c_{k\downarrow}^\dagger\bigr)v ,
\]

where \(v\) is the vacuum, a unit vector. What are its norm, its occupations and its pair amplitude \(\langle c_{k\downarrow}c_{k\uparrow}\rangle\)? For finitely many distinct levels with \(|x_k|^2+|y_k|^2=1\), the answers are \(1\), \(|y_k|^2\) for \(k\uparrow\), and \(\bar x_k y_k\). For real amplitudes the last is \(x_ky_k\).

These values enter mean-field calculations of pairing. Here the amplitudes are given: no Hamiltonian is minimised and no gap equation is solved.

## Modes and state as matrices and vectors

```lean
import Mathlib

open Matrix
open scoped Kronecker

namespace BCSState

noncomputable section
```

This loads Mathlib and its matrix notation.

```lean
/-- The two spin directions of an electron. -/
inductive Spin
  | up
  | down
  deriving DecidableEq
```

A spin is `up` or `down`. In a momentum basis, the label \((k,\downarrow)\) stands for the partner mode, usually \(-\mathbf k\downarrow\).

```lean
variable {ι m μ : Type*} [DecidableEq ι] [DecidableEq μ] [Fintype m] [DecidableEq m]

/-- The canonical anticommutation relations for a family of annihilation matrices. -/
structure IsCAR (a : μ → Matrix m m ℂ) : Prop where
  anti : ∀ p q, a p * a q + a q * a p = 0
  mixed : ∀ p q, a p * (a q)ᴴ + (a q)ᴴ * a p = if p = q then 1 else 0
```

The type `m` labels a finite basis of the state space, `ι` the levels and `μ` the modes. `IsCAR a` says that

\[
\{a_p,a_q\}=0,\qquad \{a_p,a_q^\dagger\}=\delta_{pq}.
\]

The symbol `ᴴ` is the conjugate transpose, our dagger.

```lean
/-- The factor `x_k + y_k c_k↑† c_k↓†` of the BCS product. -/
def pairFactor (c : ι × Spin → Matrix m m ℂ) (x y : ι → ℂ) (k : ι) : Matrix m m ℂ :=
  x k • 1 + y k • ((c (k, .up))ᴴ * (c (k, .down))ᴴ)
```

This is the factor \(G_k=x_k+y_kc_{k\uparrow}^\dagger c_{k\downarrow}^\dagger\), with complex amplitudes; `•` multiplies by a scalar.

```lean
/-- The BCS state: the product of the pair factors over a list of levels, applied to `v`. -/
def bcs (c : ι × Spin → Matrix m m ℂ) (x y : ι → ℂ) (v : m → ℂ) (l : List ι) : m → ℂ :=
  (l.map (pairFactor c x y)).prod *ᵥ v
```

For a list `l` of levels, `bcs c x y v l` is the ordered product of the \(G_k\) applied to \(v\), written \(\psi_l\) below. `*ᵥ` is matrix times vector. The empty list gives \(v\).

```lean
variable {c : ι × Spin → Matrix m m ℂ} {x y : ι → ℂ} {v φ : m → ℂ} {k : ι} {l : List ι}

omit [DecidableEq ι] in
private lemma bcs_cons (j : ι) (l : List ι) :
    bcs c x y v (j :: l) = pairFactor c x y j *ᵥ bcs c x y v l := by
  simp [bcs, mulVec_mulVec]
```

Putting \(j\) at the head of the list applies \(G_j\) last: \(\psi_{j::l}=G_j\psi_l\).

```lean
omit [DecidableEq m] in
private lemma adj (A : Matrix m m ℂ) (u w : m → ℂ) :
    star (A *ᵥ u) ⬝ᵥ w = star u ⬝ᵥ (Aᴴ *ᵥ w) := by
  rw [star_mulVec, dotProduct_mulVec]
```

The inner product \(\langle u,w\rangle\) is `star u ⬝ᵥ w`, antilinear in \(u\). The lemma is \(\langle Au,w\rangle=\langle u,A^\dagger w\rangle\).

## Moving operators past pair factors

```lean
private lemma mixed_ne {a : μ → Matrix m m ℂ} (h : IsCAR a) {p q : μ} (hpq : p ≠ q) :
    a p * (a q)ᴴ + (a q)ᴴ * a p = 0 := by
  rw [h.mixed, if_neg hpq]
```

For different modes, \(a_p\) and \(a_q^\dagger\) anticommute.

```lean
private lemma mixed_self {a : μ → Matrix m m ℂ} (h : IsCAR a) (p : μ) :
    a p * (a p)ᴴ + (a p)ᴴ * a p = 1 := by
  rw [h.mixed, if_pos rfl]
```

For the same mode, \(a_pa_p^\dagger+a_p^\dagger a_p=1\).

```lean
private lemma anti_dag {a : μ → Matrix m m ℂ} (h : IsCAR a) (p q : μ) :
    (a p)ᴴ * (a q)ᴴ + (a q)ᴴ * (a p)ᴴ = 0 := by
  have := congrArg conjTranspose (h.anti q p)
  rwa [conjTranspose_add, conjTranspose_mul, conjTranspose_mul, conjTranspose_zero] at this
```

Taking daggers of \(\{a_q,a_p\}=0\) shows that creators anticommute.

```lean
private lemma dag_sq {a : μ → Matrix m m ℂ} (h : IsCAR a) (p : μ) :
    (a p)ᴴ * (a p)ᴴ = 0 := by
  have h2 : (2 : ℂ) • ((a p)ᴴ * (a p)ᴴ) = 0 := by rw [two_smul]; exact anti_dag h p p
  exact (smul_eq_zero.mp h2).resolve_left two_ne_zero
```

With \(p=q\) this reads \(2(a_p^\dagger)^2=0\), which is Pauli exclusion.

```lean
private lemma create_empty {a : μ → Matrix m m ℂ} (h : IsCAR a) {p : μ}
    (h0 : a p *ᵥ φ = 0) : a p *ᵥ ((a p)ᴴ *ᵥ φ) = φ := by
  rw [mulVec_mulVec, eq_sub_of_add_eq (mixed_self h p), sub_mulVec, one_mulVec,
    ← mulVec_mulVec, h0, mulVec_zero, sub_zero]
```

If \(a_p\varphi=0\), then \(a_pa_p^\dagger\varphi=(1-a_p^\dagger a_p)\varphi=\varphi\).

```lean
/-- An annihilator of one level commutes with the pair factor of any other level. -/
theorem annihilator_comm (hc : IsCAR c) {p : ι × Spin} {j : ι} (hp : p.1 ≠ j) :
    c p * pairFactor c x y j = pairFactor c x y j * c p := by
  have h1 := mixed_ne hc (p := p) (q := (j, .up)) (fun e => hp (congrArg Prod.fst e))
  have h2 := mixed_ne hc (p := p) (q := (j, .down)) (fun e => hp (congrArg Prod.fst e))
  have h : c p * ((c (j, .up))ᴴ * (c (j, .down))ᴴ)
      = (c (j, .up))ᴴ * (c (j, .down))ᴴ * c p := by
    linear_combination (norm := noncomm_ring) h1 * (c (j, .down))ᴴ - (c (j, .up))ᴴ * h2
  simp only [pairFactor, mul_add, add_mul, mul_smul_comm, smul_mul_assoc, mul_one, one_mul, h]
```

An annihilator \(c_p\) of another level passes two creators, and the two signs cancel:

\[
c_p\,c_{j\uparrow}^\dagger c_{j\downarrow}^\dagger
=-c_{j\uparrow}^\dagger c_p\,c_{j\downarrow}^\dagger
=c_{j\uparrow}^\dagger c_{j\downarrow}^\dagger c_p .
\]

The device that carries such steps is `linear_combination`. We name a combination of known equations, and Lean checks that it accounts for the goal. Here it is \(\{c_p,c_{j\uparrow}^\dagger\}c_{j\downarrow}^\dagger-c_{j\uparrow}^\dagger\{c_p,c_{j\downarrow}^\dagger\}\), whose middle terms cancel. The default check assumes commuting factors; `(norm := noncomm_ring)` replaces it with one that preserves operator order.

```lean
/-- Every creator commutes with every pair factor. -/
theorem creator_comm (hc : IsCAR c) (p : ι × Spin) (j : ι) :
    (c p)ᴴ * pairFactor c x y j = pairFactor c x y j * (c p)ᴴ := by
  have h1 := anti_dag hc p (j, .up)
  have h2 := anti_dag hc p (j, .down)
  have h : (c p)ᴴ * ((c (j, .up))ᴴ * (c (j, .down))ᴴ)
      = (c (j, .up))ᴴ * (c (j, .down))ᴴ * (c p)ᴴ := by
    linear_combination (norm := noncomm_ring) h1 * (c (j, .down))ᴴ - (c (j, .up))ᴴ * h2
  simp only [pairFactor, mul_add, add_mul, mul_smul_comm, smul_mul_assoc, mul_one, one_mul, h]
```

The same two sign changes show that every creator commutes with every \(G_j\), even on the same level.

```lean
private lemma empty_level (hc : IsCAR c) (hv : ∀ p, c p *ᵥ v = 0) (σ : Spin) (hk : k ∉ l) :
    c (k, σ) *ᵥ bcs c x y v l = 0 := by
  induction l with
  | nil => simp [bcs, hv]
  | cons j l ih =>
    rw [List.mem_cons, not_or] at hk
    rw [bcs_cons, mulVec_mulVec, annihilator_comm hc hk.1, ← mulVec_mulVec, ih hk.2,
      mulVec_zero]
```

If \(k\) is not in `l`, we move \(c_{k\sigma}\) through all the factors to \(v\), which it annihilates. Level \(k\) is therefore empty in \(\psi_l\).

```lean
/-- The pair factor of any level in the list can be moved to the front of the BCS product. -/
theorem bcs_front (hc : IsCAR c) (hk : k ∈ l) :
    bcs c x y v l = pairFactor c x y k *ᵥ bcs c x y v (l.erase k) := by
  induction l with
  | nil => simp at hk
  | cons j l ih =>
    by_cases hjk : j = k
    · subst hjk
      rw [List.erase_cons_head, bcs_cons]
    · have hkl : k ∈ l := (List.mem_cons.mp hk).resolve_left (fun e => hjk e.symm)
      have hG : pairFactor c x y j * pairFactor c x y k
          = pairFactor c x y k * pairFactor c x y j := by
        have hU := creator_comm (x := x) (y := y) hc (k, .up) j
        have hD := creator_comm (x := x) (y := y) hc (k, .down) j
        have h : (c (k, .up))ᴴ * (c (k, .down))ᴴ * pairFactor c x y j
            = pairFactor c x y j * ((c (k, .up))ᴴ * (c (k, .down))ᴴ) := by
          linear_combination (norm := noncomm_ring)
            (c (k, .up))ᴴ * hD + hU * (c (k, .down))ᴴ
        conv_lhs => rw [pairFactor.eq_def c x y k]
        conv_rhs => rw [pairFactor.eq_def c x y k]
        simp only [mul_add, add_mul, mul_smul_comm, smul_mul_assoc, mul_one, one_mul]
        rw [h]
      rw [List.erase_cons_tail (by simpa using hjk), bcs_cons, bcs_cons, ih hkl,
        mulVec_mulVec, mulVec_mulVec, hG]
```

Since creators commute with \(G_j\), so does \(G_k\). Any listed factor can thus be brought to the front: \(\psi_l=G_k\varphi\), where \(\varphi\) is the state for `l.erase k`, the list with one \(k\) removed. The proof is an induction along the list.

## One pair factor on an empty level

```lean
/-- On a state with no electron in `k↑`, removing `k↑` after the pair factor has acted
leaves `y_k c_k↓†` applied to that state. -/
theorem up_factor (hc : IsCAR c) (hu : c (k, .up) *ᵥ φ = 0) :
    c (k, .up) *ᵥ (pairFactor c x y k *ᵥ φ) = y k • ((c (k, .down))ᴴ *ᵥ φ) := by
  have h1 := mixed_self hc (k, .up)
  have h2 := mixed_ne hc (p := (k, .up)) (q := (k, .down)) (by simp)
  have h : c (k, .up) * ((c (k, .up))ᴴ * (c (k, .down))ᴴ)
      = (c (k, .down))ᴴ + (c (k, .up))ᴴ * (c (k, .down))ᴴ * c (k, .up) := by
    linear_combination (norm := noncomm_ring) h1 * (c (k, .down))ᴴ - (c (k, .up))ᴴ * h2
  have hG : c (k, .up) * pairFactor c x y k
      = pairFactor c x y k * c (k, .up) + y k • (c (k, .down))ᴴ := by
    simp only [pairFactor, mul_add, add_mul, mul_smul_comm, smul_mul_assoc, mul_one, one_mul,
      h, smul_add]
    abel
  rw [mulVec_mulVec, hG, add_mulVec, ← mulVec_mulVec, hu, mulVec_zero, zero_add, smul_mulVec]
```

If \(c_{k\uparrow}\varphi=0\), the \(x_k\) term vanishes and

\[
c_{k\uparrow}G_k\varphi
=y_k(1-c_{k\uparrow}^\dagger c_{k\uparrow})c_{k\downarrow}^\dagger\varphi
=y_kc_{k\downarrow}^\dagger\varphi ,
\]

because \(c_{k\uparrow}\) anticommutes past \(c_{k\downarrow}^\dagger\) and reaches \(\varphi\).

```lean
omit [DecidableEq ι] in
private lemma factor_apply (k : ι) (φ : m → ℂ) : pairFactor c x y k *ᵥ φ
    = x k • φ + y k • ((c (k, .up))ᴴ *ᵥ ((c (k, .down))ᴴ *ᵥ φ)) := by
  rw [pairFactor, add_mulVec, smul_mulVec, smul_mulVec, one_mulVec, mulVec_mulVec]
```

This writes out \(G_k\varphi=x_k\varphi+y_kc_{k\uparrow}^\dagger c_{k\downarrow}^\dagger\varphi\).

```lean
omit [DecidableEq ι] in
private lemma overlap (hu : c (k, .up) *ᵥ φ = 0) :
    star (pairFactor c x y k *ᵥ φ) ⬝ᵥ φ = star (x k) * (star φ ⬝ᵥ φ) := by
  rw [factor_apply, star_add, star_smul, star_smul, add_dotProduct, smul_dotProduct,
    smul_dotProduct, adj, conjTranspose_conjTranspose, hu, dotProduct_zero, smul_zero,
    add_zero, smul_eq_mul]
```

If \(c_{k\uparrow}\varphi=0\), the paired term is orthogonal to \(\varphi\), so \(\langle G_k\varphi,\varphi\rangle=\bar x_k\langle\varphi,\varphi\rangle\).

```lean
private lemma created_norm (hc : IsCAR c) {p : ι × Spin} (h : c p *ᵥ φ = 0) :
    star ((c p)ᴴ *ᵥ φ) ⬝ᵥ ((c p)ᴴ *ᵥ φ) = star φ ⬝ᵥ φ := by
  rw [adj, conjTranspose_conjTranspose, create_empty hc h]
```

Creating an electron in an empty mode preserves the norm.

```lean
private lemma star_mul_norm (z : ℂ) : star z * z = ((‖z‖ ^ 2 : ℝ) : ℂ) := by
  simp [Complex.conj_mul']
```

This is \(\bar zz=|z|^2\), with the real number read as a complex one.

```lean
/-- On a state with both modes of level `k` empty, the pair factor multiplies the squared norm by
`|x_k|² + |y_k|²`. -/
theorem factor_norm (hc : IsCAR c) (h : ∀ σ, c (k, σ) *ᵥ φ = 0) :
    star (pairFactor c x y k *ᵥ φ) ⬝ᵥ (pairFactor c x y k *ᵥ φ)
      = ((‖x k‖ ^ 2 + ‖y k‖ ^ 2 : ℝ) : ℂ) * (star φ ⬝ᵥ φ) := by
  have h2 : star (pairFactor c x y k *ᵥ φ) ⬝ᵥ ((c (k, .up))ᴴ *ᵥ ((c (k, .down))ᴴ *ᵥ φ))
      = star (y k) * (star φ ⬝ᵥ φ) := by
    rw [← adj, up_factor hc (h .up), star_smul, smul_dotProduct, created_norm hc (h .down),
      smul_eq_mul]
  conv_lhs => rw [factor_apply (c := c) (x := x) (y := y) k φ]
  rw [← factor_apply, dotProduct_comm, dotProduct_comm]
  nth_rewrite 2 [factor_apply]
  rw [dotProduct_add, dotProduct_smul, dotProduct_smul, overlap (h .up), h2, smul_eq_mul,
    smul_eq_mul, Complex.ofReal_add, ← star_mul_norm, ← star_mul_norm]
  ring
```

Let both modes of level \(k\) be empty in \(\varphi\). Moving \(c_{k\uparrow}^\dagger\) to the left of the inner product gives

\[
\langle G_k\varphi,c_{k\uparrow}^\dagger c_{k\downarrow}^\dagger\varphi\rangle
=\langle y_kc_{k\downarrow}^\dagger\varphi,c_{k\downarrow}^\dagger\varphi\rangle
=\bar y_k\langle\varphi,\varphi\rangle .
\]

Expanding the right-hand \(G_k\varphi\) and adding the overlap above yields

\[
\langle G_k\varphi,G_k\varphi\rangle=(|x_k|^2+|y_k|^2)\langle\varphi,\varphi\rangle .
\]

## Norm, occupation and pair amplitude

```lean
/-- For distinct levels with normalised amplitudes and a unit vacuum `v`, the BCS state is a unit
vector. For each listed level `k`, the mode `k↑` has occupation `|y_k|²` and the pair amplitude
`⟨c_k↓ c_k↑⟩` is `conj(x_k) y_k`. -/
theorem bcs_expectations (hc : IsCAR c) (hv : ∀ p, c p *ᵥ v = 0) (h1 : star v ⬝ᵥ v = 1)
    (hl : l.Nodup) (hxy : ∀ k ∈ l, ‖x k‖ ^ 2 + ‖y k‖ ^ 2 = 1) :
    star (bcs c x y v l) ⬝ᵥ bcs c x y v l = 1 ∧ ∀ k ∈ l,
      star (bcs c x y v l) ⬝ᵥ (((c (k, .up))ᴴ * c (k, .up)) *ᵥ bcs c x y v l)
        = ((‖y k‖ ^ 2 : ℝ) : ℂ) ∧
      star (bcs c x y v l) ⬝ᵥ ((c (k, .down) * c (k, .up)) *ᵥ bcs c x y v l)
        = star (x k) * y k := by
  -- the norm, one pair factor at a time
  have unit : ∀ l : List ι, l.Nodup → (∀ k ∈ l, ‖x k‖ ^ 2 + ‖y k‖ ^ 2 = 1) →
      star (bcs c x y v l) ⬝ᵥ bcs c x y v l = 1 := by
    intro l
    induction l with
    | nil => intro _ _; simpa [bcs] using h1
    | cons j l ih =>
      intro hn hx
      rw [List.nodup_cons] at hn
      rw [bcs_cons, factor_norm hc (fun σ => empty_level hc hv σ hn.1),
        hx j List.mem_cons_self, ih hn.2 (fun k hk => hx k (List.mem_cons_of_mem _ hk))]
      simp
  refine ⟨unit l hl hxy, fun k hk => ?_⟩
  -- bring pair k to the front; the remaining state has pair k empty
  have he : ∀ σ, c (k, σ) *ᵥ bcs c x y v (l.erase k) = 0 :=
    fun σ => empty_level hc hv σ hl.not_mem_erase
  have hn := unit (l.erase k) (hl.erase k) (fun j hj => hxy j (List.mem_of_mem_erase hj))
  rw [bcs_front hc hk]
  constructor
  · rw [← mulVec_mulVec, ← adj, up_factor hc (he .up), star_smul, smul_dotProduct,
      dotProduct_smul, created_norm hc (he .down), hn, ← star_mul_norm]
    simp
  · rw [← mulVec_mulVec, up_factor hc (he .up), mulVec_smul, create_empty hc (he .down),
      dotProduct_smul, overlap (he .up), hn, smul_eq_mul]
    ring
```

The hypotheses say that the modes obey the anticommutation relations (`hc`), that \(v\) is empty (`hv`) and normalised (`h1`), that no level repeats (`hl`), and that the amplitudes of each listed level are normalised (`hxy`).

The inner statement `unit` proves the norm by induction: each new factor acts on an empty level and multiplies the squared norm by 1. For the other two values, `bcs_front` gives \(\psi=G_k\varphi\), with \(\varphi\) a unit vector in which level \(k\) is empty. Then

\[
\langle\psi,c_{k\uparrow}^\dagger c_{k\uparrow}\psi\rangle
=\|c_{k\uparrow}\psi\|^2
=|y_k|^2\|c_{k\downarrow}^\dagger\varphi\|^2=|y_k|^2,
\]

\[
\langle\psi,c_{k\downarrow}c_{k\uparrow}\psi\rangle
=y_k\langle\psi,c_{k\downarrow}c_{k\downarrow}^\dagger\varphi\rangle
=y_k\langle G_k\varphi,\varphi\rangle=\bar x_ky_k .
\]

Without `hl` the norm can fail. Take the list \([k,k]\) with \(x_k=y_k=1/\sqrt2\). As the pair creator squares to zero, \(G_k^2v=\tfrac12v+c_{k\uparrow}^\dagger c_{k\downarrow}^\dagger v\), whose squared norm is \(\tfrac54\).

## A Bogoliubov operator that annihilates the state

```lean
/-- If the levels in the list are distinct and `k` is one of them, the operator `x_k c_k↑ - y_k
c_k↓†` annihilates the BCS state built on a vacuum `v`. -/
theorem bogoliubov_annihilates (hc : IsCAR c) (hv : ∀ p, c p *ᵥ v = 0) (hl : l.Nodup)
    (hk : k ∈ l) :
    (x k • c (k, .up) - y k • (c (k, .down))ᴴ) *ᵥ bcs c x y v l = 0 := by
  have he := empty_level (x := x) (y := y) hc hv .up (hl.not_mem_erase (a := k))
  -- a second electron in k↓ is forbidden, so only the empty component survives
  have hd : (c (k, .down))ᴴ *ᵥ (pairFactor c x y k *ᵥ bcs c x y v (l.erase k))
      = x k • ((c (k, .down))ᴴ *ᵥ bcs c x y v (l.erase k)) := by
    rw [mulVec_mulVec, creator_comm hc, ← mulVec_mulVec, factor_apply,
      mulVec_mulVec _ (c (k, .down))ᴴ (c (k, .down))ᴴ, dag_sq hc, zero_mulVec, mulVec_zero,
      smul_zero, add_zero]
  rw [bcs_front hc hk, sub_mulVec, smul_mulVec, smul_mulVec, up_factor hc he, hd,
    smul_comm, sub_self]
```

Again write \(\psi=G_k\varphi\). Exclusion removes the paired term from \(c_{k\downarrow}^\dagger\psi\), leaving \(x_kc_{k\downarrow}^\dagger\varphi\). Hence

\[
(x_kc_{k\uparrow}-y_kc_{k\downarrow}^\dagger)\psi
=(x_ky_k-y_kx_k)c_{k\downarrow}^\dagger\varphi=0 .
\]

Neither the amplitudes nor \(v\) need be normalised for this. When \(|x_k|^2+|y_k|^2=1\), the operator is a Bogoliubov quasiparticle annihilator.

## Two levels in sixteen dimensions

```lean
/-- The two annihilators of a single level, in the basis empty, up, down, pair. -/
def pairMode : Spin → Matrix (Fin 4) (Fin 4) ℂ
  | .up => !![0, 1, 0, 0; 0, 0, 0, 0; 0, 0, 0, 1; 0, 0, 0, 0]
  | .down => !![0, 0, 1, 0; 0, 0, 0, -1; 0, 0, 0, 0; 0, 0, 0, 0]
```

One level has the basis empty, up, down, pair. The entry \(-1\) is the fermionic sign for removing the down electron from a pair.

```lean
/-- The fermion parity of a single level. -/
def parity : Matrix (Fin 4) (Fin 4) ℂ :=
  !![1, 0, 0, 0; 0, -1, 0, 0; 0, 0, -1, 0; 0, 0, 0, 1]
```

Parity is \(+1\) for even and \(-1\) for odd electron number.

```lean
/-- The four annihilators of two levels, with a parity string on the first level. -/
def twoLevels : Bool × Spin → Matrix (Fin 4 × Fin 4) (Fin 4 × Fin 4) ℂ
  | (false, σ) => pairMode σ ⊗ₖ 1
  | (true, σ) => parity ⊗ₖ pairMode σ
```

The Kronecker product `⊗ₖ` joins two levels. Parity on the first makes the second level's operators anticommute with those of the first, as in a Jordan–Wigner string.

```lean
private lemma pairMode_anti :
    ∀ σ τ, pairMode σ * pairMode τ + pairMode τ * pairMode σ = 0 := by
    rintro (_ | _) (_ | _) <;> ext i j <;> fin_cases i <;> fin_cases j <;>
      simp [pairMode]
private lemma pairMode_mixed :
    ∀ σ τ, pairMode σ * (pairMode τ)ᴴ + (pairMode τ)ᴴ * pairMode σ
      = if σ = τ then 1 else 0 := by
    have hu : (pairMode .up)ᴴ = !![0, 0, 0, 0; 1, 0, 0, 0; 0, 0, 0, 0; 0, 0, 1, 0] := by
      ext i j; fin_cases i <;> fin_cases j <;> simp [pairMode]
    have hd : (pairMode .down)ᴴ = !![0, 0, 0, 0; 0, 0, 0, 0; 1, 0, 0, 0; 0, -1, 0, 0] := by
      ext i j; fin_cases i <;> fin_cases j <;> simp [pairMode]
    rintro (_ | _) (_ | _) <;> simp only [hu, hd] <;> ext i j <;> fin_cases i <;>
      fin_cases j <;>
      simp [pairMode]
private lemma parity_sq : parity * parity = 1 := by
    ext i j; fin_cases i <;> fin_cases j <;>
      simp [parity, Matrix.mul_apply, Fin.sum_univ_succ]
private lemma parity_dag : parityᴴ = parity := by
    ext i j; fin_cases i <;> fin_cases j <;> simp [parity]
private lemma parity_anti : ∀ σ, parity * pairMode σ + pairMode σ * parity = 0 := by
    rintro (_ | _) <;> ext i j <;> fin_cases i <;> fin_cases j <;>
      simp [parity, pairMode]
/-- The matrices `twoLevels` satisfy the anticommutation relations, and the first basis vector
is a unit vacuum for them. -/
theorem twoLevels_witness : IsCAR twoLevels ∧
    (∀ p, twoLevels p *ᵥ Pi.single (0, 0) 1 = 0) ∧
    star (Pi.single (0, 0) 1 : Fin 4 × Fin 4 → ℂ) ⬝ᵥ Pi.single (0, 0) 1 = 1 := by
  have ha := pairMode_anti
  have hm := pairMode_mixed
  have hP := parity_sq
  have hPd := parity_dag
  have hPa := parity_anti
  have hPa' : ∀ σ, pairMode σ * parity + parity * pairMode σ = 0 :=
    fun σ => by rw [add_comm, hPa]
  have hPc : ∀ σ, parity * (pairMode σ)ᴴ + (pairMode σ)ᴴ * parity = 0 := fun σ => by
    have := congrArg conjTranspose (hPa' σ)
    rwa [conjTranspose_add, conjTranspose_mul, conjTranspose_mul, hPd,
      conjTranspose_zero] at this
  refine ⟨⟨?_, ?_⟩, ?_, by simp⟩
  · rintro ⟨_ | _, σ⟩ ⟨_ | _, τ⟩ <;>
      simp only [twoLevels, ← mul_kronecker_mul, one_mul, mul_one, hP, ← add_kronecker,
        ← kronecker_add, ha, hPa, hPa', zero_kronecker, kronecker_zero]
  · rintro ⟨_ | _, σ⟩ ⟨_ | _, τ⟩ <;>
      simp only [twoLevels, conjTranspose_kronecker, conjTranspose_one, hPd,
        ← mul_kronecker_mul, one_mul, mul_one, hP, ← add_kronecker, ← kronecker_add, hm,
        hPa', hPc, zero_kronecker] <;>
      cases σ <;> cases τ <;> simp
  · -- the first column of each single-level annihilator vanishes
    have hz : ∀ σ i, pairMode σ i 0 = 0 := by
      rintro (_ | _) i <;> fin_cases i <;> simp [pairMode]
    rintro ⟨_ | _, σ⟩
    · ext ⟨i, j⟩
      rw [mulVec_single_one]
      change pairMode σ i 0 * (1 : Matrix (Fin 4) (Fin 4) ℂ) j 0 = 0
      rw [hz, zero_mul]
    · ext ⟨i, j⟩
      rw [mulVec_single_one]
      change parity i 0 * pairMode σ j 0 = 0
      rw [hz, mul_zero]

end

end BCSState
```

The small matrix identities are checked entry by entry and then combined through the Kronecker product. They show that these four modes satisfy `IsCAR` and that the first basis vector is a unit vacuum, so the theorems apply to a concrete two-level system.

```lean
#print axioms BCSState.bcs_expectations
#print axioms BCSState.bogoliubov_annihilates
```

```
'BCSState.bcs_expectations' depends on axioms: [propext, Classical.choice, Quot.sound]
'BCSState.bogoliubov_annihilates' depends on axioms: [propext, Classical.choice, Quot.sound]
```
